# The dipole shielding factor of an atom with a fixed nucleus is N/Z

Suppose we take the field at the nucleus of a neutral atom to be the applied field $F$. The nucleus, of charge $Z$, then feels a force $ZF$, while the mean force on the electrons in a stationary state is zero. A uniform field would push a neutral atom along, which is wrong. What is missing is the field of the polarised electrons. For $N$ electrons that obey the force laws below, it is $-N/Z$ per unit applied field, to first order.

## Force balance in a static field

We use atomic units. Let $H$ be the Hamiltonian without the field, $X$ the sum of the electron positions along the field, and $P_j$ the momentum of electron $j$ in that direction. An electron has charge $-1$, so the field adds $FX$ to $H$. For $A=H$ or $A=X$, write the matrix element of $i[A,P_j]$ as

$$f_A^j(u,w)=i\big(\langle Au,P_jw\rangle-\langle P_ju,Aw\rangle\big).$$

Let $G_j$ be the field of electron $j$ at the nucleus and $K_{jk}$ the force of electron $k$ on electron $j$. The nucleus pulls electron $j$ with the reaction to $ZG_j$, so the force laws are

$$f_X^j(u,w)=-\langle u,w\rangle,\qquad f_H^j=-ZG_j+\sum_kK_{jk},\qquad K_{jk}=-K_{kj}.$$

The pair forces cancel in the total: $S=\sum_{jk}K_{jk}=-\sum_{jk}K_{kj}=-S$, so $S=0$ and

$$\sum_jf_H^j=-Z\sum_jG_j.$$

Now let $(H+FX)v=Ev$ with $\|v\|=1$ and $E$ real. Since $P_j$ is symmetric, the mean force on each electron is $iE(\langle v,P_jv\rangle-\langle P_jv,v\rangle)=0$. Summing over the electrons gives

$$0=-Z\sum_jG_j(v,v)-NF,\qquad \sum_jG_j(v,v)=-\frac{NF}{Z}.$$

The total field at the nucleus is $F(1-N/Z)$.

## The first-order response

A Coulomb atom in a uniform field has no exact bound state, because an electron can tunnel out. The shielding factor is therefore defined through perturbation theory. Let $Hv_0=E_0v_0$ with $\|v_0\|=1$, and let $v_1$ solve the first-order equation, with real energies $E_0$ and $E_1$:

$$Hv_1=E_0v_1+E_1v_0-Xv_0.$$

Insert both equations into the response of the force on electron $j$. The symmetry of $P_j$ removes the $E_0$ terms within each matrix element:

$$f_H^j(v_0,v_1)=i\big(-E_1\langle P_jv_0,v_0\rangle+\langle P_jv_0,Xv_0\rangle\big),$$
$$f_H^j(v_1,v_0)=i\big(E_1\langle v_0,P_jv_0\rangle-\langle Xv_0,P_jv_0\rangle\big).$$

In the sum the $E_1$ terms cancel as well, and $-f_X^j(v_0,v_0)=1$ remains. Summing over $j$ gives

$$-Z\sum_j\big(G_j(v_0,v_1)+G_j(v_1,v_0)\big)=N.$$

The shielding factor is minus the sum on the left, hence $N/Z$.

In a full configuration-interaction calculation on an isolated non-relativistic atom with a fixed nucleus, a factor different from $N/Z$ therefore points to the finite basis or to numerical error.

## An outside spring changes the factor

It is essential that the forces $K_{jk}$ cancel in the total. Take one electron with $Z=1$, $G=x$ and $H=p^2/2+x^2$. The force is $-2x=-G+K$ with $K=-x$, which is not its own negative: it comes from a spring attached to something outside the atom. In a field $F$, balance requires $-2\langle x\rangle-F=0$, so $\langle G\rangle=-F/2$ and the factor is $1/2$ instead of $1$. In a molecule, the other nuclei supply such outside forces.

## Forces as matrix elements

The operators are linear maps from a domain `𝒟` into a complex inner-product space `V`, which may be infinite-dimensional.

In Lean 4 with Mathlib:

```lean
import Mathlib

open Complex Matrix
open scoped InnerProductSpace

namespace SternheimerDipoleShielding

noncomputable section

variable {V : Type*} [NormedAddCommGroup V] [InnerProductSpace ℂ V]
  {𝒟 : Submodule ℂ V} {N : ℕ}
```

The weak form of the commutator matters for real atoms. In the hydrogen ground state the cusp at the nucleus makes $HPv$ fail to be square-integrable, while $\langle Hv,Pv\rangle$ is well defined.

```lean
/-- The matrix element of `i[A, P]` between `u` and `w`, in the weak form
`i(⟨Au, Pw⟩ - ⟨Pu, Aw⟩)`, which needs no product of operators. -/
def weakForce (A P : 𝒟 →ₗ[ℂ] V) (u w : 𝒟) : ℂ :=
  I * (⟪A u, P w⟫_ℂ - ⟪P u, A w⟫_ℂ)
```

`AtomicForces` collects the physical assumptions: symmetric momenta, a force $-1$ on each electron from a unit field, attraction by the nucleus, and action equal to reaction. They stand for non-relativistic electrons around one fixed nucleus, and they are assumed, not derived from a Coulomb Hamiltonian. `G` and `K` enter only through their matrix elements.

```lean
/-- The force laws of `N` electrons with Hamiltonian `H`, summed position `X` and momenta `P j`
along the field. `G j` is the field of electron `j` at the nucleus of charge `Z`, and `K j k` is the
force of electron `k` on electron `j`, both given by their matrix elements. -/
structure AtomicForces (H X : 𝒟 →ₗ[ℂ] V) (P : Fin N → 𝒟 →ₗ[ℂ] V)
    (G : Fin N → 𝒟 → 𝒟 → ℂ) (K : Fin N → Fin N → 𝒟 → 𝒟 → ℂ) (Z : ℝ) : Prop where
  momentum_symm : ∀ j (u w : 𝒟), ⟪P j u, (w : V)⟫_ℂ = ⟪(u : V), P j w⟫_ℂ
  field : ∀ j (u w : 𝒟), weakForce X (P j) u w = -⟪(u : V), (w : V)⟫_ℂ
  internal : ∀ j u w, weakForce H (P j) u w = -(Z : ℂ) * G j u w + ∑ k, K j k u w
  newton : ∀ j k u w, K j k u w = -K k j u w
```

The shielding factor is minus the coefficient of $F$ in $\sum_jG_j$, evaluated in the state $v_0+Fv_1$.

```lean
/-- The dipole shielding factor: minus the first-order response of the electrons' field at the
nucleus, for the unperturbed state `v₀` and its first-order correction `v₁` per unit field. -/
def dipoleShielding (G : Fin N → 𝒟 → 𝒟 → ℂ) (v₀ v₁ : 𝒟) : ℂ :=
  -∑ j, (G j v₀ v₁ + G j v₁ v₀)
```

## From pair forces to the field at the nucleus

The first lemma is the cancellation $S=-S$. Exchanging the order of summation is the relabelling of $j$ and $k$.

```lean
variable {H X : 𝒟 →ₗ[ℂ] V} {P : Fin N → 𝒟 →ₗ[ℂ] V}
  {G : Fin N → 𝒟 → 𝒟 → ℂ} {K : Fin N → Fin N → 𝒟 → 𝒟 → ℂ} {Z : ℝ}

/-- Under the atomic force laws, the forces between the electrons cancel in the total, which is
`-Z` times the electrons' field at the nucleus. -/
theorem total_internal_force (h : AtomicForces H X P G K Z) (u w : 𝒟) :
    ∑ j, weakForce H (P j) u w = -(Z : ℂ) * ∑ j, G j u w := by
  -- action equals reaction, so the double sum is its own negative
  have hK : ∑ j, ∑ k, K j k u w = -∑ j, ∑ k, K j k u w := by
    calc ∑ j, ∑ k, K j k u w = ∑ j, ∑ k, -K k j u w :=
          Finset.sum_congr rfl fun j _ => Finset.sum_congr rfl fun k _ => h.newton j k u w
      _ = -∑ j, ∑ k, K k j u w := by simp only [Finset.sum_neg_distrib]
      _ = -∑ j, ∑ k, K j k u w := by rw [Finset.sum_comm]
  have h0 : ∑ j, ∑ k, K j k u w = 0 := by linear_combination hK / 2
  rw [Finset.sum_congr rfl fun j _ => h.internal j u w, Finset.sum_add_distrib,
    ← Finset.mul_sum, h0, add_zero]
```

The next lemma adds up the pull of a unit field, using $\langle v,v\rangle=1$.

```lean
/-- Under the atomic force laws, a unit field exerts the total force `-N` on `N` electrons in a
normalised state. -/
theorem total_field_force (h : AtomicForces H X P G K Z) {v : 𝒟} (hn : ‖(v : V)‖ = 1) :
    ∑ j, weakForce X (P j) v v = -(N : ℂ) := by
  have h1 : ⟪(v : V), (v : V)⟫_ℂ = 1 := by
    rw [inner_self_eq_norm_sq_to_K, hn]; simp
  simp only [h.field, h1]
  simp
```

The mean force vanishes in an eigenstate. Only the symmetry of the momentum and the reality of the energy are used.

```lean
/-- The mean force along a symmetric momentum vanishes in an eigenstate of real energy. -/
theorem weakForce_stationary {A Q : 𝒟 →ₗ[ℂ] V}
    (hQ : ∀ u w : 𝒟, ⟪Q u, (w : V)⟫_ℂ = ⟪(u : V), Q w⟫_ℂ)
    {v : 𝒟} {E : ℝ} (hv : A v = (E : ℂ) • (v : V)) : weakForce A Q v v = 0 := by
  unfold weakForce
  rw [hv, inner_smul_left, inner_smul_right, hQ, Complex.conj_ofReal]
  ring
```

For the finite field, `hsplit` separates the internal force from the applied one, and `hsum` states that the total is zero. The two sums above then give the induced field. The stationary state `v` is a hypothesis.

```lean
/-- For electrons obeying the atomic force laws with `Z ≠ 0`, in a normalised stationary state
in the field `F`, the electrons' field at the nucleus is `-N F / Z`. -/
theorem induced_field (h : AtomicForces H X P G K Z) (hZ : Z ≠ 0) {F E : ℝ} {v : 𝒟}
    (hn : ‖(v : V)‖ = 1) (hv : (H + (F : ℂ) • X) v = (E : ℂ) • (v : V)) :
    ∑ j, G j v v = -((N : ℂ) * F) / Z := by
  have hZ' : (Z : ℂ) ≠ 0 := Complex.ofReal_ne_zero.mpr hZ
  -- the force splits into an internal part and the pull of the applied field
  have hsplit : ∀ j, weakForce (H + (F : ℂ) • X) (P j) v v
      = weakForce H (P j) v v + (F : ℂ) * weakForce X (P j) v v := by
    intro j
    simp only [weakForce, LinearMap.add_apply, LinearMap.smul_apply, inner_add_left,
      inner_add_right, inner_smul_left, inner_smul_right, Complex.conj_ofReal]
    ring
  have hsum : ∑ j, weakForce (H + (F : ℂ) • X) (P j) v v = 0 :=
    Finset.sum_eq_zero fun j _ => weakForce_stationary (h.momentum_symm j) hv
  rw [Finset.sum_congr rfl fun j _ => hsplit j, Finset.sum_add_distrib, ← Finset.mul_sum,
    total_internal_force h, total_field_force h hn] at hsum
  rw [eq_div_iff hZ']
  linear_combination -hsum
```

Adding $F$ gives $F(Z-N)/Z$. For $F\neq0$ this vanishes exactly for a neutral atom.

```lean
/-- For electrons obeying the atomic force laws with `Z ≠ 0`, in a normalised stationary state
in a field `F ≠ 0`, the total field at the nucleus vanishes exactly when `N = Z`. -/
theorem nuclear_field_eq_zero_iff (h : AtomicForces H X P G K Z) (hZ : Z ≠ 0) {F E : ℝ}
    (hF : F ≠ 0) {v : 𝒟} (hn : ‖(v : V)‖ = 1)
    (hv : (H + (F : ℂ) • X) v = (E : ℂ) • (v : V)) :
    (F : ℂ) + ∑ j, G j v v = 0 ↔ (N : ℝ) = Z := by
  have hZ' : (Z : ℂ) ≠ 0 := Complex.ofReal_ne_zero.mpr hZ
  have key : (F : ℂ) + -((N : ℂ) * F) / Z = F * ((Z : ℂ) - N) / Z := by
    rw [eq_div_iff hZ', add_mul, div_mul_cancel₀ _ hZ']; ring
  rw [induced_field h hZ hn hv, key, div_eq_zero_iff, mul_eq_zero]
  constructor
  · rintro ((h1 | h1) | h1)
    · exact absurd (Complex.ofReal_eq_zero.mp h1) hF
    · exact_mod_cast (sub_eq_zero.mp h1).symm
    · exact absurd h1 hZ'
  · intro h1
    left; right
    rw [← h1]; simp
```

## The factor N/Z

The main theorem assumes that a first-order correction `v₁` exists in the domain, but not that it is orthogonal to `v₀`. A multiple of `v₀` in `v₁` changes nothing, because the mean of the electrons' total field at the nucleus is zero in `v₀`. The step `hj` is the calculation by hand for one electron: `rw [h₀, h₁]` inserts the two equations, and `ring` cancels the energy terms. Summation over the electrons finishes the proof.

```lean
/-- **Dipole shielding factor.** Let the atomic force laws hold with `Z ≠ 0`, let `v₀` be a
normalised eigenstate of `H`, and let `v₁` solve the first-order equation for the perturbation
`X`, with real energies `E₀` and `E₁`. Then the dipole shielding factor is `N / Z`. -/
theorem dipoleShielding_eq (h : AtomicForces H X P G K Z) (hZ : Z ≠ 0) {E₀ E₁ : ℝ} {v₀ v₁ : 𝒟}
    (hn : ‖(v₀ : V)‖ = 1) (h₀ : H v₀ = (E₀ : ℂ) • (v₀ : V))
    (h₁ : H v₁ = (E₀ : ℂ) • (v₁ : V) + (E₁ : ℂ) • (v₀ : V) - X v₀) :
    dipoleShielding G v₀ v₁ = (N : ℂ) / Z := by
  have hZ' : (Z : ℂ) ≠ 0 := Complex.ofReal_ne_zero.mpr hZ
  -- the response of the internal force balances the pull of the field, electron by electron
  have hj : ∀ j, weakForce H (P j) v₀ v₁ + weakForce H (P j) v₁ v₀
      = -weakForce X (P j) v₀ v₀ := by
    intro j
    unfold weakForce
    rw [h₀, h₁]
    simp only [inner_add_left, inner_add_right, inner_sub_left, inner_sub_right,
      inner_smul_left, inner_smul_right, Complex.conj_ofReal, h.momentum_symm]
    ring
  have hs := Finset.sum_congr (rfl : (Finset.univ : Finset (Fin N)) = _) fun j _ => hj j
  rw [Finset.sum_add_distrib, Finset.sum_neg_distrib, total_internal_force h,
    total_internal_force h, total_field_force h hn] at hs
  rw [dipoleShielding, Finset.sum_add_distrib, eq_div_iff hZ']
  linear_combination hs
```

## A harmonic model satisfies the assumptions

The example is an oscillator of charge $-1$ with spring constant $1$, mass $1/4$ and frequency $2$, its zero-point energy subtracted. The mass is not that of an electron, which is $1$ in atomic units; it is chosen for simple matrix entries, and the force laws do not contain it. The domain holds the two lowest levels, while the operators may lead out of it into `ℂ⁴`. This room is needed: on a whole finite-dimensional space the commutator of a symmetric $X$ with $P$ has trace zero and cannot be a non-zero multiple of the identity.

```lean
/-- The vectors of `ℂ⁴` whose last two components vanish. -/
def lowLevels : Submodule ℂ (EuclideanSpace ℂ (Fin 4)) where
  carrier := {x | x.ofLp 2 = 0 ∧ x.ofLp 3 = 0}
  add_mem' := by
    intro x y hx hy
    simp only [Set.mem_ofPred_eq] at *
    simp [hx.1, hx.2, hy.1, hy.2]
  zero_mem' := by simp
  smul_mem' := by
    intro c x hx
    simp only [Set.mem_ofPred_eq] at *
    simp [hx.1, hx.2]

/-- A 4 × 4 matrix as an operator from `lowLevels` into `ℂ⁴`. -/
def op (A : Matrix (Fin 4) (Fin 4) ℂ) : lowLevels →ₗ[ℂ] EuclideanSpace ℂ (Fin 4) where
  toFun u := WithLp.toLp 2 (A *ᵥ u.1.ofLp)
  map_add' u w := by simp [Matrix.mulVec_add]
  map_smul' c u := by simp [Matrix.mulVec_smul]

/-- The state with amplitudes `a` and `b` in the two lowest levels. -/
def level (a b : ℂ) : lowLevels :=
  ⟨!₂[a, b, 0, 0], by
    change (!₂[a, b, 0, 0] : EuclideanSpace ℂ (Fin 4)).ofLp 2 = 0 ∧
      (!₂[a, b, 0, 0] : EuclideanSpace ℂ (Fin 4)).ofLp 3 = 0
    simp⟩
```

The third level is spread equally over the last two basis vectors, which keeps $\sqrt2$ out of the matrices.

```lean
/-- The Hamiltonian of the harmonic model. -/
def oscH : Matrix (Fin 4) (Fin 4) ℂ := !![0, 0, 0, 0; 0, 2, 0, 0; 0, 0, 4, 0; 0, 0, 0, 4]

/-- The position operator of the harmonic model. -/
def oscX : Matrix (Fin 4) (Fin 4) ℂ := !![0, 1, 0, 0; 1, 0, 1, 1; 0, 1, 0, 0; 0, 1, 0, 0]

/-- The momentum operator of the harmonic model. -/
def oscP : Matrix (Fin 4) (Fin 4) ℂ :=
  !![0, -I / 2, 0, 0; I / 2, 0, -I / 2, -I / 2; 0, I / 2, 0, 0; 0, I / 2, 0, 0]
```

Here $G=x$, and the single particle has no pair force. The first-order equation reads $2b=-1$ for the amplitude $b$ of the upper level, so $b=-1/2$. The response of $G$ is $2b=-1$, in agreement with $N/Z=1$. The proof checks the force laws and the state equations component by component.

```lean
/-- One harmonically bound particle of charge `-1` and mass `1/4`, with `Z = 1`, restricted to its
two lowest levels, obeys the atomic force laws, and `level 1 0` and `level 0 (-1/2)` are its
unperturbed state and first-order correction, with `E₀ = E₁ = 0`. -/
theorem atomicForces_witness :
    AtomicForces (N := 1) (op oscH) (op oscX) (fun _ => op oscP)
      (fun _ u w => ⟪(u : EuclideanSpace ℂ (Fin 4)), op oscX w⟫_ℂ) (fun _ _ _ _ => 0) 1 ∧
    ‖(level 1 0 : EuclideanSpace ℂ (Fin 4))‖ = 1 ∧
    op oscH (level 1 0) = ((0 : ℝ) : ℂ) • (level 1 0 : EuclideanSpace ℂ (Fin 4)) ∧
    op oscH (level 0 (-1 / 2)) = ((0 : ℝ) : ℂ) • (level 0 (-1 / 2) : EuclideanSpace ℂ (Fin 4))
      + ((0 : ℝ) : ℂ) • (level 1 0 : EuclideanSpace ℂ (Fin 4)) - op oscX (level 1 0) := by
  have h2 : (starRingEnd ℂ) 2 = 2 := Complex.conj_eq_iff_im.mpr (by simp)
  refine ⟨⟨?_, ?_, ?_, ?_⟩, ?_, ?_, ?_⟩
  · rintro j ⟨u, hu2, hu3⟩ ⟨w, hw2, hw3⟩
    simp [op, oscP, PiLp.inner_apply, Fin.sum_univ_four, dotProduct,
      hu2, hu3, hw2, hw3]
    simp only [h2]
    ring
  · rintro j ⟨u, hu2, hu3⟩ ⟨w, hw2, hw3⟩
    simp [weakForce, op, oscP, oscX, PiLp.inner_apply, Fin.sum_univ_four,
      dotProduct, hu2, hu3, hw2, hw3]
    simp only [h2]
    linear_combination ((starRingEnd ℂ) (u.ofLp 0) * w.ofLp 0
      + (starRingEnd ℂ) (u.ofLp 1) * w.ofLp 1) * I_sq
  · rintro j ⟨u, hu2, hu3⟩ ⟨w, hw2, hw3⟩
    simp [weakForce, op, oscP, oscX, oscH, PiLp.inner_apply, Fin.sum_univ_four,
      dotProduct, hu2, hu3, hw2, hw3]
    simp only [h2]
    linear_combination ((starRingEnd ℂ) (u.ofLp 0) * w.ofLp 1
      + (starRingEnd ℂ) (u.ofLp 1) * w.ofLp 0) * I_sq
  · intro j k u w
    simp
  · simp [level, EuclideanSpace.norm_eq, Fin.sum_univ_four]
  · ext i
    fin_cases i <;> simp [op, level, oscH, dotProduct, Fin.sum_univ_four]
  · ext i
    fin_cases i <;> simp [op, level, oscH, oscX, dotProduct, Fin.sum_univ_four]
    norm_num

end

end SternheimerDipoleShielding
```

```lean
#print axioms SternheimerDipoleShielding.nuclear_field_eq_zero_iff
-- 'SternheimerDipoleShielding.nuclear_field_eq_zero_iff' depends on axioms: [propext, Classical.choice, Quot.sound]
#print axioms SternheimerDipoleShielding.dipoleShielding_eq
-- 'SternheimerDipoleShielding.dipoleShielding_eq' depends on axioms: [propext, Classical.choice, Quot.sound]
```
